# Schwartz orbitals under uniform scaling: kinetic energy gains g², Hartree and exchange integrals gain g

How the energies of an electron cloud respond to uniform compression can be asked of its density or of its orbitals; here it is the orbitals that are compressed. Each real orbital \(\varphi_i\) becomes

\[
\varphi_{i,g}(x)=g^{3/2}\varphi_i(gx),\qquad g>0,
\]

so \(g>1\) compresses the cloud and \(g<1\) spreads it out. For finitely many Schwartz orbitals on \(\mathbb R^3\), the kinetic energy is multiplied by \(g^2\), and the Hartree and exchange integrals are each multiplied by \(g\). Many texts call the scale factor \(\gamma\) or \(\lambda\); below, \(\gamma\) is the one-particle density matrix.

In density functional theory, approximate exchange functionals are often built to scale linearly under this compression, and the exchange identity is the orbital form of that condition for a finite family of smooth orbitals. Passing to functionals of the density takes one more step: the scaled orbitals must be the ones that the functional assigns to the scaled density.

```lean
import Mathlib

open MeasureTheory

namespace UniformCoordinateScaling

noncomputable section
```

## Three dimensions

The dimension fixes the amplitude \(g^{3/2}\), which preserves normalisation, and it makes the Coulomb singularity integrable:

\[
\int_{|z|\le1}\frac{dz}{|z|}=4\pi\int_0^1 r\,dr=2\pi .
\]

In one dimension the corresponding integral diverges, and the Hartree integral of any non-zero continuous density would be infinite. In the proof, the dimension supplies the exponents in the changes of variables and the radial weight \(r^2\).

```lean
/-- Three-dimensional Euclidean space. -/
abbrev Space := EuclideanSpace ℝ (Fin 3)
```

## Smooth, rapidly decaying, real orbitals

A Schwartz function is smooth, and it and all its derivatives decay faster than any inverse power of distance. Gaussian-type orbitals qualify. The hydrogen 1s orbital does not, because of its cusp at the nucleus, although its energy integrals are finite; the hypothesis is sufficient and stronger than the scaling itself needs. Real values allow products without complex conjugation.

```lean
/-- A real orbital: a smooth, rapidly decreasing function on space. -/
abbrev Orbital := SchwartzMap Space ℝ
```

## A positive scale factor

Positivity makes \(x\mapsto gx\) an invertible change of length scale and \(g^{3/2}\) an ordinary positive number. At \(g=0\) the orbital would vanish and its normalisation would be lost. In Lean, `scaled` takes the proof `hg : 0 < g` as an argument and returns another Schwartz map, so the scaled orbital stays in the same class.

```lean
variable {ι : Type*} [Fintype ι] {g : ℝ}

/-- The uniformly scaled orbital `g^(3/2) φ(g x)`, for `g > 0`. -/
def scaled (hg : 0 < g) (φ : Orbital) : Orbital :=
  g ^ (3 / 2 : ℝ) • SchwartzMap.compCLMOfContinuousLinearEquiv ℝ
    (LinearEquiv.smulOfNeZero ℝ Space g hg.ne').toContinuousLinearEquiv φ
```

## Finitely many orbitals

The finite index type `ι` labels the occupied orbitals, and \(i,j\) run over it. The density matrix and density are

\[
\gamma(x,y)=\sum_i\varphi_i(x)\varphi_i(y),\qquad n(x)=\gamma(x,x).
\]

Without any summability condition an infinite family can fail: one non-zero orbital repeated infinitely often has infinite density wherever it is non-zero.

```lean
/-- The one-particle density matrix `γ(x,y) = ∑ φᵢ(x) φᵢ(y)`. -/
def densityMatrix (φ : ι → Orbital) (x y : Space) : ℝ := ∑ i, φ i x * φ i y

/-- The density, the diagonal of the density matrix. -/
def density (φ : ι → Orbital) (x : Space) : ℝ := densityMatrix φ x x
```

The three quantities, in atomic units, are

\[
T=\frac12\sum_i\int|\nabla\varphi_i|^2,\quad
H=\iint\frac{n(x)n(y)}{|x-y|}\,dx\,dy,\quad
X=\iint\frac{\gamma(x,y)^2}{|x-y|}\,dx\,dy .
\]

For singly occupied orthonormal orbitals of one spin, the Hartree energy is \(H/2\) and the exchange energy is \(-X/2\). The definitions of \(H\) and \(X\) omit these constants, which do not affect scaling. Orthonormality is not assumed; for orthonormal orbitals of one spin, \(T\) is the kinetic energy of their Slater determinant.

```lean
/-- The kinetic energy `½ ∑ ∫ |∇φᵢ|²` in atomic units. -/
def kineticEnergy (φ : ι → Orbital) : ℝ :=
  1 / 2 * ∑ i, ∫ x, ‖gradient (φ i) x‖ ^ 2

/-- The Hartree integral of `n(x) n(y) / |x - y|` over pairs of points;
the integrand is meant for `x ≠ y`. -/
def hartreeIntegral (φ : ι → Orbital) : ℝ :=
  ∫ p : Space × Space, density φ p.1 * density φ p.2 / ‖p.1 - p.2‖

/-- The exchange integral of `γ(x,y)² / |x - y|` over pairs of points;
the integrand is meant for `x ≠ y`. -/
def exchangeIntegral (φ : ι → Orbital) : ℝ :=
  ∫ p : Space × Space, densityMatrix φ p.1 p.2 ^ 2 / ‖p.1 - p.2‖
```

## How positivity fixes the powers of g

Since \(g>0\), the squared amplitude is \((g^{3/2})^2=g^3\). For two orbitals \(\varphi,\psi\), the substitution \(u=gx\), \(du=g^3dx\), gives

\[
\int\varphi_g\psi_g\,dx
=g^3\int\varphi(gx)\psi(gx)\,dx
=\int\varphi(u)\psi(u)\,du .
\]

Overlaps are unchanged, so orthonormal orbitals remain orthonormal. In `overlap_scaled`, `Measure.integral_comp_smul` performs the substitution, and `amplitude_sq` supplies the power of \(g\).

```lean
/-- The scaled orbital has the value `g^(3/2) φ(g x)` at `x`. -/
theorem scaled_apply (hg : 0 < g) (φ : Orbital) (x : Space) :
    scaled hg φ x = g ^ (3 / 2 : ℝ) * φ (g • x) := rfl

/-- For `g > 0` the square of the orbital prefactor `g^(3/2)` is `g³`. -/
lemma amplitude_sq (hg : 0 < g) : g ^ (3 / 2 : ℝ) * g ^ (3 / 2 : ℝ) = g ^ 3 := by
  rw [← Real.rpow_add hg, ← Real.rpow_natCast]
  norm_num

/-- Scaling with `g > 0` leaves the overlap of any two orbitals unchanged. -/
theorem overlap_scaled (hg : 0 < g) (φ ψ : Orbital) :
    ∫ x, scaled hg φ x * scaled hg ψ x = ∫ x, φ x * ψ x := by
  have hp : ∀ x, scaled hg φ x * scaled hg ψ x = g ^ 3 * (φ (g • x) * ψ (g • x)) := by
    intro x
    rw [scaled_apply, scaled_apply]
    linear_combination (φ (g • x) * ψ (g • x)) * amplitude_sq hg
  have hd : Module.finrank ℝ Space = 3 := finrank_euclideanSpace_fin
  -- change of variables in three dimensions
  have hs : ∫ x, φ (g • x) * ψ (g • x) = (g ^ 3)⁻¹ * ∫ x, φ x * ψ x := by
    have h := Measure.integral_comp_smul (volume : Measure Space) (fun x => φ x * ψ x) g
    rw [hd, abs_of_pos (by positivity), smul_eq_mul] at h
    exact h
  simp only [hp]
  rw [integral_const_mul, hs]
  field_simp
```

The same squared amplitude multiplies every term of the density matrix:

\[
\gamma_g(x,y)=g^3\gamma(gx,gy),\qquad n_g(x)=g^3n(gx).
\]

```lean
/-- The density matrix of the orbitals scaled with `g > 0` is `g³ γ(g x, g y)`. -/
theorem densityMatrix_scaled (hg : 0 < g) (φ : ι → Orbital) (x y : Space) :
    densityMatrix (fun i => scaled hg (φ i)) x y
      = g ^ 3 * densityMatrix φ (g • x) (g • y) := by
  simp only [densityMatrix, scaled_apply, Finset.mul_sum]
  refine Finset.sum_congr rfl fun i _ => ?_
  linear_combination (φ i (g • x) * φ i (g • y)) * amplitude_sq hg
```

Differentiation brings out one more \(g\):

\[
\nabla\varphi_g(x)=g^{5/2}(\nabla\varphi)(gx),\qquad
|\nabla\varphi_g(x)|^2=g^5|(\nabla\varphi)(gx)|^2 .
\]

In `gradient_scaled`, the norm of the gradient is replaced by that of the Fréchet derivative. The chain rule is the step `h1.comp x h2`, and the final `linear_combination` collects the powers.

```lean
/-- The squared gradient of an orbital scaled with `g > 0` is `g⁵ |∇φ|²` taken at `g x`. -/
theorem gradient_scaled (hg : 0 < g) (φ : Orbital) (x : Space) :
    ‖gradient (scaled hg φ) x‖ ^ 2 = g ^ 5 * ‖gradient φ (g • x)‖ ^ 2 := by
  have hn : ∀ (f : Space → ℝ) (y : Space), ‖gradient f y‖ = ‖fderiv ℝ f y‖ := by
    intro f y
    simp [gradient]
  have h1 : HasFDerivAt φ (fderiv ℝ φ (g • x)) (g • x) := φ.differentiableAt.hasFDerivAt
  have h2 : HasFDerivAt (fun y : Space => g • y) (g • ContinuousLinearMap.id ℝ Space) x :=
    (hasFDerivAt_id x).const_smul g
  -- chain rule for the dilation
  have h3 : HasFDerivAt (scaled hg φ) (g ^ (3 / 2 : ℝ) •
      (fderiv ℝ φ (g • x)).comp (g • ContinuousLinearMap.id ℝ Space)) x :=
    (h1.comp x h2).const_smul _
  rw [hn, hn, h3.fderiv, ContinuousLinearMap.comp_smul,
    ContinuousLinearMap.comp_id, norm_smul, norm_smul,
    Real.norm_of_nonneg (Real.rpow_nonneg hg.le _), Real.norm_of_nonneg hg.le]
  linear_combination (g ^ 2 * ‖fderiv ℝ φ (g • x)‖ ^ 2) * amplitude_sq hg
```

## How smoothness and decay make the integrals finite

For the kinetic energy, \(|\nabla\varphi|\) is integrable and bounded by some \(C\), so \(|\nabla\varphi|^2\le C|\nabla\varphi|\) is integrable. The Lean proof uses this same bound.

```lean
/-- The squared gradient of an orbital is integrable. -/
theorem kinetic_integrable (φ : Orbital) : Integrable fun x => ‖gradient φ x‖ ^ 2 := by
  have hn : ∀ (f : Space → ℝ) (y : Space), ‖gradient f y‖ = ‖fderiv ℝ f y‖ := by
    intro f y
    simp [gradient]
  have hI := φ.integrable_pow_mul_iteratedFDeriv volume 0 1
  obtain ⟨C, _, hC⟩ := φ.decay 0 1
  simp only [pow_zero, one_mul, norm_iteratedFDeriv_one] at hI hC
  simp only [hn]
  refine (hI.const_mul C).mono' (hI.aestronglyMeasurable.pow 2) (ae_of_all _ fun x => ?_)
  rw [Real.norm_of_nonneg (by positivity), sq]
  exact mul_le_mul_of_nonneg_right (hC x) (norm_nonneg _)
```

For the Coulomb integrals, let \(f\) and \(h\) be integrable with \(|f|\le C\), and let \(w(z)=1/|z|\) for \(|z|\le1\) and zero elsewhere. Separating near pairs from far pairs gives

\[
\frac{|f(x)h(y)|}{|x-y|}\le C|h(y)|\,w(x-y)+|f(x)||h(y)| .
\]

The first term has integral \(2\pi C\int|h|\), and the second \(\int|f|\int|h|\). In `coulomb_integrable`, `near` is the radial calculation, `convolution_integrand` handles the first term, `mul_prod` the second, and `mono'` concludes by domination.

```lean
/-- The Coulomb interaction of two integrable charge distributions, the first of them bounded,
has an integrable integrand. -/
theorem coulomb_integrable {f h : Space → ℝ} (hf : Integrable f) (hh : Integrable h)
    (hb : ∃ C, ∀ x, ‖f x‖ ≤ C) :
    Integrable fun p : Space × Space => f p.1 * h p.2 / ‖p.1 - p.2‖ := by
  -- near field: in polar coordinates the volume element r² cancels the singularity
  have near : Integrable fun z : Space => if ‖z‖ ≤ 1 then ‖z‖⁻¹ else 0 := by
    have hd : Module.finrank ℝ Space = 3 := finrank_euclideanSpace_fin
    have h1 : IntegrableOn ((Set.Iic (1 : ℝ)).indicator fun y => y) (Set.Ioi 0) := by
      rw [IntegrableOn, integrable_indicator_iff measurableSet_Iic, IntegrableOn,
        Measure.restrict_restrict measurableSet_Iic]
      exact (continuous_id.integrableOn_Icc (a := (0 : ℝ)) (b := 1)).mono_set
        (fun y hy => ⟨le_of_lt hy.2, hy.1⟩)
    have hk : IntegrableOn (fun y : ℝ => y ^ (Module.finrank ℝ Space - 1) •
        (if y ≤ 1 then y⁻¹ else 0)) (Set.Ioi 0) := by
      rw [hd]
      refine h1.congr_fun (fun y hy => ?_) measurableSet_Ioi
      have hy0 : y ≠ 0 := (Set.mem_Ioi.1 hy).ne'
      simp only [Set.indicator, Set.mem_Iic, smul_eq_mul]
      split_ifs
      · show y = y ^ 2 * y⁻¹
        field_simp
      · simp
    exact (integrable_fun_norm_addHaar volume
      (f := fun y : ℝ => if y ≤ 1 then y⁻¹ else 0)).2 hk
  obtain ⟨C, hC⟩ := hb
  have h1 := hh.norm.convolution_integrand (ContinuousLinearMap.mul ℝ ℝ) near
  have h2 := hf.norm.mul_prod hh.norm
  refine ((h1.const_mul C).add h2).mono'
    ((hf.mul_prod hh).aestronglyMeasurable.aemeasurable.div
      (measurable_fst.sub measurable_snd).norm.aemeasurable).aestronglyMeasurable
    (ae_of_all _ fun p => ?_)
  rw [norm_div, norm_mul, norm_norm]
  show _ ≤ C * (‖h p.2‖ * (if ‖p.1 - p.2‖ ≤ 1 then ‖p.1 - p.2‖⁻¹ else 0))
    + ‖f p.1‖ * ‖h p.2‖
  have h0 : 0 ≤ ‖f p.1‖ * ‖h p.2‖ := by positivity
  split_ifs with hr
  · have := mul_le_mul_of_nonneg_right (hC p.1)
      (show 0 ≤ ‖h p.2‖ * ‖p.1 - p.2‖⁻¹ by positivity)
    rw [div_eq_mul_inv, mul_assoc]
    linarith
  · have := div_le_self h0 (not_le.1 hr).le
    linarith
```

Finiteness of the family now matters, because both numerators expand into finite double sums:

\[
n(x)n(y)=\sum_{i,j}\varphi_i(x)^2\varphi_j(y)^2,
\]
\[
\gamma(x,y)^2=\sum_{i,j}\varphi_i(x)\varphi_j(x)\,\varphi_i(y)\varphi_j(y).
\]

Each product of two orbitals at one point is bounded and integrable, so the Coulomb bound applies term by term. Lean gives a non-integrable function the integral zero, which would satisfy the scaling identities emptily; these integrability theorems exclude that case.

```lean
/-- The integrands of the Hartree and exchange integrals are integrable. -/
theorem hartree_exchange_integrable (φ : ι → Orbital) :
    Integrable (fun p : Space × Space => density φ p.1 * density φ p.2 / ‖p.1 - p.2‖) ∧
    Integrable (fun p : Space × Space => densityMatrix φ p.1 p.2 ^ 2 / ‖p.1 - p.2‖) := by
  -- a product of two orbitals is integrable and bounded
  have bounds : ∀ a b : Orbital,
      Integrable (fun x => a x * b x) ∧ ∃ C, ∀ x, ‖a x * b x‖ ≤ C := by
    intro a b
    obtain ⟨C, hC0, hC⟩ := a.decay 0 0
    obtain ⟨D, _, hD⟩ := b.decay 0 0
    simp only [pow_zero, one_mul, norm_iteratedFDeriv_zero] at hC hD
    refine ⟨((b.integrable (μ := volume)).norm.const_mul C).mono'
      (a.continuous.mul b.continuous).aestronglyMeasurable (ae_of_all _ fun x => ?_),
      C * D, fun x => ?_⟩
    · rw [norm_mul]
      exact mul_le_mul_of_nonneg_right (hC x) (norm_nonneg _)
    · rw [norm_mul]
      exact mul_le_mul (hC x) (hD x) (norm_nonneg _) hC0.le
  have key : ∀ a b c d : Orbital, Integrable fun p : Space × Space =>
      (a p.1 * b p.1) * (c p.2 * d p.2) / ‖p.1 - p.2‖ := fun a b c d =>
    coulomb_integrable (bounds a b).1 (bounds c d).1 (bounds a b).2
  constructor
  · have h : Integrable fun p : Space × Space => ∑ i, ∑ j,
        (φ i p.1 * φ i p.1) * (φ j p.2 * φ j p.2) / ‖p.1 - p.2‖ :=
      MeasureTheory.integrable_finsetSum _ fun i _ => MeasureTheory.integrable_finsetSum _ fun j _ => key _ _ _ _
    refine h.congr (ae_of_all _ fun p => ?_)
    simp only [density, densityMatrix, Finset.sum_mul_sum, Finset.sum_div]
  · have h : Integrable fun p : Space × Space => ∑ i, ∑ j,
        (φ i p.1 * φ j p.1) * (φ i p.2 * φ j p.2) / ‖p.1 - p.2‖ :=
      MeasureTheory.integrable_finsetSum _ fun i _ => MeasureTheory.integrable_finsetSum _ fun j _ => key _ _ _ _
    refine h.congr (ae_of_all _ fun p => ?_)
    simp only [densityMatrix, sq, Finset.sum_mul_sum, Finset.sum_div]
    refine Finset.sum_congr rfl fun i _ => Finset.sum_congr rfl fun j _ => ?_
    ring
```

## One power from the Coulomb kernel, two from the gradients

Let \(F(x,y)\) be either \(n(x)n(y)\) or \(\gamma(x,y)^2\). Its scaled version is \(g^6F(gx,gy)\). Since \(1/|x-y|=g/|gx-gy|\), and the substitution \(u=gx\), \(v=gy\) in six coordinates contributes \(g^{-6}\),

\[
\iint\frac{g^6F(gx,gy)}{|x-y|}\,dx\,dy
=g^7g^{-6}\iint\frac{F(u,v)}{|u-v|}\,du\,dv
=g\iint\frac{F(u,v)}{|u-v|}\,du\,dv .
\]

The lemma `coulomb_scaling` follows these steps: `hp` extracts the seventh power and `hs` changes variables.

```lean
/-- For `g > 0`, the Coulomb integral of the pair function `g⁶ F(g x, g y)` is `g` times
that of `F`. -/
lemma coulomb_scaling (hg : 0 < g) (F : Space × Space → ℝ) :
    ∫ p : Space × Space, g ^ 6 * F (g • p) / ‖p.1 - p.2‖
      = g * ∫ p : Space × Space, F p / ‖p.1 - p.2‖ := by
  have hp : ∀ p : Space × Space, g ^ 6 * F (g • p) / ‖p.1 - p.2‖
      = g ^ 7 * (F (g • p) / ‖(g • p).1 - (g • p).2‖) := by
    intro p
    rw [Prod.smul_fst, Prod.smul_snd, ← smul_sub, norm_smul, Real.norm_of_nonneg hg.le,
      div_eq_mul_inv, div_eq_mul_inv, mul_inv]
    have hgi : g * g⁻¹ = 1 := mul_inv_cancel₀ hg.ne'
    linear_combination (-(g ^ 6 * F (g • p) * ‖p.1 - p.2‖⁻¹)) * hgi
  have hd : Module.finrank ℝ (Space × Space) = 6 := by
    rw [Module.finrank_prod, finrank_euclideanSpace_fin]
  have : (volume : Measure (Space × Space)).IsAddHaarMeasure := by
    rw [Measure.volume_eq_prod]
    infer_instance
  -- change of variables in six dimensions
  have hs : ∫ p : Space × Space, F (g • p) / ‖(g • p).1 - (g • p).2‖
      = (g ^ 6)⁻¹ * ∫ p : Space × Space, F p / ‖p.1 - p.2‖ := by
    have h := Measure.integral_comp_smul (volume : Measure (Space × Space))
      (fun p => F p / ‖p.1 - p.2‖) g
    rw [hd, abs_of_pos (by positivity), smul_eq_mul] at h
    exact h
  simp only [hp]
  rw [integral_const_mul, hs]
  field_simp
```

For the kinetic energy, the gradient formula and one three-dimensional substitution give

\[
T_g=\frac12\sum_i g^5g^{-3}\int|\nabla\varphi_i|^2=g^2T .
\]

The theorem `uniform_scaling` states \(T_g=g^2T\), \(H_g=gH\) and \(X_g=gX\) together, for every finite family and every \(g>0\). Its first part carries out the kinetic calculation for each orbital and sums. The other two insert `densityMatrix_scaled` into `coulomb_scaling`.

```lean
/-- Under uniform scaling of all orbitals with `g > 0`, the kinetic energy acquires the factor
`g²`, and the Hartree and exchange integrals each acquire the factor `g`. -/
theorem uniform_scaling (hg : 0 < g) (φ : ι → Orbital) :
    kineticEnergy (fun i => scaled hg (φ i)) = g ^ 2 * kineticEnergy φ ∧
    hartreeIntegral (fun i => scaled hg (φ i)) = g * hartreeIntegral φ ∧
    exchangeIntegral (fun i => scaled hg (φ i)) = g * exchangeIntegral φ := by
  refine ⟨?_, ?_, ?_⟩
  · have hd : Module.finrank ℝ Space = 3 := finrank_euclideanSpace_fin
    have hi : ∀ i, ∫ x, ‖gradient (scaled hg (φ i)) x‖ ^ 2
        = g ^ 2 * ∫ x, ‖gradient (φ i) x‖ ^ 2 := by
      intro i
      have hs : ∫ x, ‖gradient (φ i) (g • x)‖ ^ 2
          = (g ^ 3)⁻¹ * ∫ x, ‖gradient (φ i) x‖ ^ 2 := by
        have h := Measure.integral_comp_smul (volume : Measure Space)
          (fun x => ‖gradient (φ i) x‖ ^ 2) g
        rw [hd, abs_of_pos (by positivity), smul_eq_mul] at h
        exact h
      simp only [gradient_scaled]
      rw [integral_const_mul, hs]
      field_simp
    simp only [kineticEnergy, hi, ← Finset.mul_sum]
    ring
  · refine Eq.trans ?_ (coulomb_scaling hg (fun p => density φ p.1 * density φ p.2))
    refine integral_congr_ae (ae_of_all _ fun p => ?_)
    simp only [density, densityMatrix_scaled, Prod.smul_fst, Prod.smul_snd]
    ring
  · refine Eq.trans ?_ (coulomb_scaling hg (fun p => densityMatrix φ p.1 p.2 ^ 2))
    refine integral_congr_ae (ae_of_all _ fun p => ?_)
    simp only [densityMatrix_scaled, Prod.smul_fst, Prod.smul_snd]
    ring

end

end UniformCoordinateScaling
```

```lean
#print axioms UniformCoordinateScaling.overlap_scaled
-- 'UniformCoordinateScaling.overlap_scaled' depends on axioms: [propext, Classical.choice, Quot.sound]
#print axioms UniformCoordinateScaling.kinetic_integrable
-- 'UniformCoordinateScaling.kinetic_integrable' depends on axioms: [propext, Classical.choice, Quot.sound]
#print axioms UniformCoordinateScaling.hartree_exchange_integrable
-- 'UniformCoordinateScaling.hartree_exchange_integrable' depends on axioms: [propext, Classical.choice, Quot.sound]
#print axioms UniformCoordinateScaling.uniform_scaling
-- 'UniformCoordinateScaling.uniform_scaling' depends on axioms: [propext, Classical.choice, Quot.sound]
```

## A Gaussian at half its width, and strong compression

Take one normalised orbital \(\varphi(x)=\pi^{-3/4}e^{-|x|^2/2}\). Here \(|\nabla\varphi|^2=|x|^2\varphi^2\) and the mean of \(|x|^2\) is \(3/2\), so \(T=3/4\). The difference of two independent points drawn from \(n\) is Gaussian with unit variance in each coordinate, so \(H=\sqrt{2/\pi}\approx0.798\). With a single orbital, \(\gamma(x,y)^2=n(x)n(y)\), hence \(X=H\).

For \(g=2\) the orbital is \(2^{3/2}\pi^{-3/4}e^{-2|x|^2}\). Now \(|\nabla\varphi_g|^2=16|x|^2\varphi_g^2\) and the mean of \(|x|^2\) is \(3/8\), so \(T_g=3=2^2\cdot\tfrac34\). Distances between points are halved, so \(H_g=X_g=2\sqrt{2/\pi}\approx1.596\).

For any family with at least one non-zero orbital, \(H_g/T_g=g^{-1}H/T\), and likewise for \(X\). As \(g\to\infty\) both ratios tend to zero: under strong compression the kinetic energy dominates.
